# The n-slice Trotter partition function of a spin-1/2 in a tilted field is 2 Tₙ(cosh(b_x/n) cosh(b_z/n))

A single spin-1/2 sits in a static field with a transverse component b_x and a longitudinal component b_z, both measured in units of temperature. Its Boltzmann operator is exp(−b_x σ_x − b_z σ_z). Path-integral Monte Carlo in discrete imaginary time can replace this operator by a product of n slices in which the two field terms are exponentiated separately. Since σ_x and σ_z do not commute, the sliced trace

Zₙ = tr[(exp(−b_x σ_x/n) exp(−b_z σ_z/n))ⁿ]

generally depends on n. It has a closed form at every n ≥ 1, in terms of the Chebyshev polynomial of the first kind Tₙ. Derivatives of ln Zₙ give thermal averages of the sliced model, for example ⟨σ_z⟩ = −∂ ln Zₙ/∂b_z. For this one non-interacting spin, the averages sampled by a code with this splitting can therefore be compared with exact values at the same n, so that Trotter error does not enter the comparison.

```lean
import Mathlib

open Matrix Polynomial

namespace TrotterSpinTiltedField

noncomputable section
```

## The spin and one slice

The basis is that of σ_z, with index 0 for the eigenvalue +1 and index 1 for −1. With a semicolon between matrix rows, the transverse term is

σ_x = (0, 1; 1, 0).

```lean
/-- The Pauli matrix `σ_x`. -/
def pauliX : Matrix (Fin 2) (Fin 2) ℂ := !![0, 1; 1, 0]
```

The longitudinal term is diagonal:

σ_z = (1, 0; 0, −1).

```lean
/-- The Pauli matrix `σ_z`. -/
def pauliZ : Matrix (Fin 2) (Fin 2) ℂ := !![1, 0; 0, -1]
```

One slice with couplings a and c is

M(a, c) = exp(−a σ_x) exp(−c σ_z).

The couplings are complex, so that imaginary and real time share one definition. `NormedSpace.exp` is the exponential power series, applied here to matrices.

```lean
/-- One Trotter slice `exp(-a σ_x) exp(-c σ_z)`, with complex couplings `a` and `c`. -/
def slice (a c : ℂ) : Matrix (Fin 2) (Fin 2) ℂ :=
  NormedSpace.exp (-a • pauliX) * NormedSpace.exp (-c • pauliZ)
```

## Exponentials of matrices that square to one

Multiplying out the entries gives

σ_x² = σ_z² = 1.

```lean
/-- The Pauli matrices `σ_x` and `σ_z` both square to the identity. -/
theorem pauli_involution_witness : pauliX * pauliX = 1 ∧ pauliZ * pauliZ = 1 := by
  constructor <;> ext i j <;> fin_cases i <;> fin_cases j <;>
    simp [pauliX, pauliZ, Matrix.mul_apply, Fin.sum_univ_two]
```

Let S be any square matrix with S² = 1. Then S²ᵏ = 1 and S²ᵏ⁺¹ = S, so the exponential series splits into

exp(zS) = Σₖ z²ᵏ/(2k)! · 1 + Σₖ z²ᵏ⁺¹/(2k+1)! · S = cosh z · 1 + sinh z · S.

In the proof, `he` sums the even terms and `ho` the odd ones, and `HasSum.even_add_odd` joins them. The lemma holds for matrices of any finite size.

```lean
/-- If a square matrix `S` squares to the identity, then `exp(z S) = cosh z + sinh z S`
for every complex `z`. -/
theorem exp_smul_involution {ι : Type*} [Fintype ι] [DecidableEq ι]
    (S : Matrix ι ι ℂ) (hS : S * S = 1) (z : ℂ) :
    NormedSpace.exp (z • S) = Complex.cosh z • (1 : Matrix ι ι ℂ) + Complex.sinh z • S := by
  let f : ℕ → Matrix ι ι ℂ := fun k => ((k.factorial : ℂ)⁻¹) • (z • S) ^ k
  -- even powers of S are the identity and sum to cosh
  have he : HasSum (fun k => f (2 * k)) (Complex.cosh z • (1 : Matrix ι ι ℂ)) := by
    have e : (fun k => f (2 * k)) =
        fun k => (z ^ (2 * k) / ((2 * k).factorial : ℂ)) • (1 : Matrix ι ι ℂ) := by
      funext k
      change (((2 * k).factorial : ℂ)⁻¹) • (z • S) ^ (2 * k) = _
      rw [_root_.smul_pow, pow_mul S, pow_two S, hS, one_pow, smul_smul, div_eq_inv_mul]
    rw [e]
    exact (Complex.hasSum_cosh z).smul_const _
  -- odd powers of S are S itself and sum to sinh
  have ho : HasSum (fun k => f (2 * k + 1)) (Complex.sinh z • S) := by
    have e : (fun k => f (2 * k + 1)) =
        fun k => (z ^ (2 * k + 1) / ((2 * k + 1).factorial : ℂ)) • S := by
      funext k
      change (((2 * k + 1).factorial : ℂ)⁻¹) • (z • S) ^ (2 * k + 1) = _
      rw [_root_.smul_pow, pow_succ S, pow_mul S, pow_two S, hS, one_pow, one_mul, smul_smul,
        div_eq_inv_mul]
    rw [e]
    exact (Complex.hasSum_sinh z).smul_const _
  rw [NormedSpace.exp_eq_tsum ℂ]
  exact (HasSum.even_add_odd (f := f) he ho).tsum_eq
```

Setting z = −a for σ_x and z = −c for σ_z, and using cosh c ± sinh c = exp(±c), gives

exp(−a σ_x) = (cosh a, −sinh a; −sinh a, cosh a)

exp(−c σ_z) = (exp(−c), 0; 0, exp(c)).

The slice is their product, in this order.

```lean
/-- For complex `a` and `c`, the slice is the product of the matrix with rows `(cosh a, -sinh a)`
and `(-sinh a, cosh a)` and the diagonal matrix with entries `exp(-c)` and `exp(c)`, in this order.
-/
theorem slice_eq (a c : ℂ) :
    slice a c = !![Complex.cosh a, -Complex.sinh a; -Complex.sinh a, Complex.cosh a] *
      !![Complex.exp (-c), 0; 0, Complex.exp c] := by
  have hx : ∀ p q : ℂ, p • (1 : Matrix (Fin 2) (Fin 2) ℂ) + q • pauliX = !![p, q; q, p] := by
    intro p q
    ext i j
    fin_cases i <;> fin_cases j <;> simp [pauliX]
  have hz : ∀ p q : ℂ,
      p • (1 : Matrix (Fin 2) (Fin 2) ℂ) + q • pauliZ = !![p + q, 0; 0, p - q] := by
    intro p q
    ext i j
    fin_cases i <;> fin_cases j <;> simp [pauliZ, sub_eq_add_neg]
  rw [slice, exp_smul_involution _ pauli_involution_witness.1,
    exp_smul_involution _ pauli_involution_witness.2, hx, hz, Complex.cosh_add_sinh,
    Complex.cosh_sub_sinh, neg_neg, Complex.cosh_neg, Complex.sinh_neg]
```

## Determinant and trace of a slice

The determinant of a product is the product of the determinants:

det M = (cosh² a − sinh² a) · exp(−c) exp(c) = 1.

The diagonal entries of the product are cosh a exp(−c) and cosh a exp(c), so

tr M = cosh a (exp(−c) + exp(c)) = 2 cosh a cosh c.

The two `linear_combination` steps carry out this algebra.

```lean
/-- A slice has determinant `1` and trace `2 cosh a cosh c`. -/
theorem slice_det_trace (a c : ℂ) :
    (slice a c).det = 1 ∧ (slice a c).trace = 2 * (Complex.cosh a * Complex.cosh c) := by
  constructor
  · have h1 := Complex.cosh_sq_sub_sinh_sq a
    have h2 : Complex.exp (-c) * Complex.exp c = 1 := by
      rw [← Complex.exp_add, neg_add_cancel, Complex.exp_zero]
    rw [slice_eq, Matrix.det_mul, Matrix.det_fin_two_of, Matrix.det_fin_two_of]
    linear_combination (Complex.exp (-c) * Complex.exp c) * h1 + h2
  · rw [slice_eq, Matrix.mul_fin_two, Matrix.trace_fin_two_of]
    linear_combination -(Complex.cosh a) * Complex.two_cosh c
```

## From Cayley-Hamilton to Chebyshev

Now let M be any complex 2×2 matrix with det M = 1 and tr M = 2x. In entries,

M₀₀M₁₁ − M₀₁M₁₀ = 1 and M₀₀ + M₁₁ = 2x.

The first diagonal entry of M² is then

M₀₀² + M₀₁M₁₀ = M₀₀² + M₀₀M₁₁ − 1 = 2x M₀₀ − 1,

and the first off-diagonal entry is

M₀₁(M₀₀ + M₁₁) = 2x M₀₁.

The other two entries follow in the same way, which gives the Cayley-Hamilton relation

M² = 2x M − 1.

Multiplying by Mⁿ and taking the trace yields

tr Mⁿ⁺² = 2x tr Mⁿ⁺¹ − tr Mⁿ.

The Chebyshev polynomials satisfy the same recurrence,

Tₙ₊₂(x) = 2x Tₙ₊₁(x) − Tₙ(x), with T₀(x) = 1 and T₁(x) = x.

The starting values agree as well, because tr M⁰ = 2 and tr M¹ = 2x. Hence tr Mⁿ = 2 Tₙ(x) for every n ≥ 0. The proof establishes the matrix relation as `hM`, entry by entry, and then runs a two-step induction on n.

```lean
/-- A complex two-by-two matrix `M` with determinant `1` and trace `2x` satisfies
`tr M^n = 2 T_n(x)` for every `n`. -/
theorem trace_pow_eq_chebyshev (M : Matrix (Fin 2) (Fin 2) ℂ) (x : ℂ)
    (hd : M.det = 1) (ht : M.trace = 2 * x) (n : ℕ) :
    (M ^ n).trace = 2 * (Chebyshev.T ℂ n).eval x := by
  -- Cayley-Hamilton for determinant one
  have hM : M * M = (2 * x) • M - 1 := by
    rw [Matrix.det_fin_two] at hd
    rw [Matrix.trace_fin_two] at ht
    ext i j
    fin_cases i <;> fin_cases j <;> simp [Matrix.mul_apply, Fin.sum_univ_two]
    · linear_combination M 0 0 * ht - hd
    · linear_combination M 0 1 * ht
    · linear_combination M 1 0 * ht
    · linear_combination M 1 1 * ht - hd
  induction n using Nat.twoStepInduction with
  | zero => simp
  | one => simp [ht]
  | more n ih1 ih2 =>
    -- traces and Chebyshev polynomials obey the same recurrence
    have hp : M ^ (n + 2) = (2 * x) • M ^ (n + 1) - M ^ n := by
      rw [pow_add, pow_two, hM, mul_sub, mul_one, Matrix.mul_smul, ← pow_succ]
    have hT : Chebyshev.T ℂ ((n + 2 : ℕ) : ℤ) =
        2 * X * Chebyshev.T ℂ ((n + 1 : ℕ) : ℤ) - Chebyshev.T ℂ (n : ℤ) := by
      push_cast
      exact Chebyshev.T_add_two ℂ n
    rw [hp, hT, Matrix.trace_sub, Matrix.trace_smul, smul_eq_mul]
    simp only [eval_sub, eval_mul, eval_X, eval_ofNat]
    linear_combination 2 * x * ih2 - ih1
```

For the slice, x = cosh a cosh c, and therefore

tr M(a, c)ⁿ = 2 Tₙ(cosh a cosh c).

```lean
/-- The trace of `n` slices with complex couplings `a`, `c` is `2 T_n(cosh a cosh c)`. -/
theorem trace_slice_pow (a c : ℂ) (n : ℕ) :
    (slice a c ^ n).trace =
      2 * (Chebyshev.T ℂ n).eval (Complex.cosh a * Complex.cosh c) :=
  trace_pow_eq_chebyshev _ _ (slice_det_trace a c).1 (slice_det_trace a c).2 n
```

## The partition function at finite n

Setting a = b_x/n and c = b_z/n gives

Zₙ = 2 Tₙ(cosh(b_x/n) cosh(b_z/n)).

The Lean statement takes real `bx` and `bz` and a positive integer `n : ℕ+`, and writes the equality in the complex numbers because the Pauli matrices are defined there as complex matrices, although the entries of these two are real. It concerns each fixed n; the limit n → ∞ and the size of the Trotter error are not treated.

```lean
/-- The `n`-slice partition function of a spin in a tilted field with real components
`bx`, `bz` (in units of temperature) is `2 T_n(cosh(bx/n) cosh(bz/n))`, for `n ≥ 1`. -/
theorem tilted_field_partition (bx bz : ℝ) (n : ℕ+) :
    ((NormedSpace.exp (-((bx : ℂ) / (n : ℕ)) • pauliX) *
      NormedSpace.exp (-((bz : ℂ) / (n : ℕ)) • pauliZ)) ^ (n : ℕ)).trace =
      2 * (Chebyshev.T ℂ (n : ℕ)).eval
        (Complex.cosh ((bx : ℂ) / (n : ℕ)) * Complex.cosh ((bz : ℂ) / (n : ℕ))) :=
  trace_slice_pow _ _ _
```

When both components equal b, the two hyperbolic cosines coincide:

Zₙ = 2 Tₙ(cosh(b/n)²).

```lean
/-- For equal field components `b` the `n`-slice partition function is
`2 T_n(cosh(b/n)^2)`, for `n ≥ 1`. -/
theorem equal_field_partition (b : ℝ) (n : ℕ+) :
    ((NormedSpace.exp (-((b : ℂ) / (n : ℕ)) • pauliX) *
      NormedSpace.exp (-((b : ℂ) / (n : ℕ)) • pauliZ)) ^ (n : ℕ)).trace =
      2 * (Chebyshev.T ℂ (n : ℕ)).eval (Complex.cosh ((b : ℂ) / (n : ℕ)) ^ 2) := by
  rw [tilted_field_partition, pow_two]
```

## An effective two-level system

For real a and c, cosh a cosh c ≥ 1, so one can define a real, dimensionless energy per slice

θ = arsinh √((cosh a cosh c)² − 1).

```lean
/-- The energy per slice, `θ = arsinh √((cosh a cosh c)² - 1)`, for real couplings. -/
def sliceEnergy (a c : ℝ) : ℝ :=
  Real.arsinh (Real.sqrt ((Real.cosh a * Real.cosh c) ^ 2 - 1))
```

From cosh θ = √(1 + sinh² θ) it follows that

cosh θ = √((cosh a cosh c)²) = cosh a cosh c,

where the last root is taken of the square of a positive number.

```lean
/-- The energy per slice `θ` obeys `cosh θ = cosh a cosh c`. -/
theorem cosh_sliceEnergy (a c : ℝ) :
    Real.cosh (sliceEnergy a c) = Real.cosh a * Real.cosh c := by
  have h1 : 1 ≤ Real.cosh a * Real.cosh c := by
    nlinarith [Real.one_le_cosh a, Real.one_le_cosh c]
  have h2 : 0 ≤ (Real.cosh a * Real.cosh c) ^ 2 - 1 := by nlinarith
  rw [sliceEnergy, Real.cosh_arsinh, Real.sq_sqrt h2, add_sub_cancel,
    Real.sqrt_sq (by linarith)]
```

The identity Tₙ(cos φ) = cos(nφ) also holds at the imaginary angle φ = iθ, where cos(iθ) = cosh θ. This gives

tr M(a, c)ⁿ = 2 Tₙ(cosh θ) = 2 cosh(nθ).

The sliced spin thus has the partition function of a two-level system with energies ±nθ in units of temperature. With a = b_x/n and c = b_z/n, and with both field components nonzero, nθ depends on n. The energies themselves, ±nθ times the temperature, then also change with temperature at fixed field and fixed n, unlike those of an ordinary two-level system.

```lean
/-- For real couplings the trace of `n` slices is `2 cosh(n θ)`, with `θ` the energy
per slice. -/
theorem trace_slice_pow_eq_cosh (a c : ℝ) (n : ℕ) :
    (slice a c ^ n).trace = ((2 * Real.cosh (n * sliceEnergy a c) : ℝ) : ℂ) := by
  have hc : Complex.cosh a * Complex.cosh c = Complex.cosh (sliceEnergy a c : ℂ) := by
    exact_mod_cast (cosh_sliceEnergy a c).symm
  -- continue T_n(cos φ) = cos(n φ) to imaginary angle
  rw [trace_slice_pow, hc, ← Complex.cos_mul_I, Chebyshev.T_complex_cos, ← mul_assoc,
    Complex.cos_mul_I]
  push_cast
  rfl
```

## Real-time steps

For a split time evolution, take a = it and c = is with real t and s. These are the dimensionless angles of a single step, not the total elapsed time. Since cosh(it) = cos t,

tr[(exp(−it σ_x) exp(−is σ_z))ⁿ] = 2 Tₙ(cos t cos s).

The Lean statement expresses the step as `slice (t * Complex.I) (s * Complex.I)`, and its proof substitutes these couplings into the general trace formula.

```lean
/-- In real time, `n` steps `exp(-i t σ_x) exp(-i s σ_z)` have trace
`2 T_n(cos t cos s)`. -/
theorem trace_real_time (t s : ℝ) (n : ℕ) :
    (slice (t * Complex.I) (s * Complex.I) ^ n).trace =
      2 * (Chebyshev.T ℂ n).eval (Complex.cos t * Complex.cos s) := by
  rw [trace_slice_pow, Complex.cosh_mul_I, Complex.cosh_mul_I]

end

end TrotterSpinTiltedField
```

```lean
#print axioms TrotterSpinTiltedField.tilted_field_partition
-- 'TrotterSpinTiltedField.tilted_field_partition' depends on axioms: [propext, Classical.choice, Quot.sound]
#print axioms TrotterSpinTiltedField.equal_field_partition
-- 'TrotterSpinTiltedField.equal_field_partition' depends on axioms: [propext, Classical.choice, Quot.sound]
#print axioms TrotterSpinTiltedField.trace_slice_pow_eq_cosh
-- 'TrotterSpinTiltedField.trace_slice_pow_eq_cosh' depends on axioms: [propext, Classical.choice, Quot.sound]
#print axioms TrotterSpinTiltedField.trace_real_time
-- 'TrotterSpinTiltedField.trace_real_time' depends on axioms: [propext, Classical.choice, Quot.sound]
```
